# The coupling of a D-state automaton misses 1/r in every window of 2D+1 consecutive distances

With a single state, the transfer matrix is a number $m$ and the coupling at distance $r$ is $f(r)=c\,m^{r-1}$, a pure exponential. It satisfies $f(r+1)-m f(r)=0$. If $f(r)=1/r$ held at three consecutive distances $x_0,\ x_0+1,\ x_0+2$, then

$$\frac{1}{x+1}-\frac{m}{x}=0\qquad\text{for } x=x_0 \text{ and } x=x_0+1 .$$

Clearing denominators gives $x-m(x+1)=0$ at two different points. A polynomial of degree at most one with two zeros is the zero polynomial, yet at $x=-1$ this one equals $-1$. So one exponential cannot match $1/r$ at three distances in a row.

For $D$ states the exponential becomes $f(r)=u^{T}M^{r-1}v$, with $M$ a $D\times D$ matrix and $u,v$ vectors, and the argument keeps its shape. It bears on tensor-network simulations with long-range interactions: on a one-dimensional lattice with a uniform matrix product operator (MPO), a fit of $1/r$ by finitely many exponentials is never exact at all distances. How small the error can be is a separate question.

## Couplings, energies and MPO values

The entries lie in a field `K`, which may be the real or the complex numbers.

```lean
import Mathlib

open Matrix Finset

namespace CoulombAutomatonMPO

variable {K : Type*} [Field K] {D : ℕ}
```

`coupling M u v r` is $f(r)$, used for $r\ge 1$. The product `⬝ᵥ` involves no complex conjugation.

```lean
/-- The coupling `uᵀ M^(r-1) v` at distance `r ≥ 1` produced by a finite automaton with
transfer matrix `M`, entry vector `u` and exit vector `v`. -/
def coupling (M : Matrix (Fin D) (Fin D) K) (u v : Fin D → K) (r : ℕ) : K :=
  u ⬝ᵥ ((M ^ (r - 1)) *ᵥ v)
```

Distances are measured in lattice spacings and the interaction strength is one. A list of Booleans records which sites of an open chain are occupied, with `true` for a particle. `potential K d s` sums $1/\text{distance}$ over the occupied sites of `s`, whose first site is at distance `d`.

```lean
/-- The potential of the occupied sites of a string, seen from a point at distance `d ≥ 1`
from its first site. -/
def potential (K : Type*) [Field K] : ℕ → List Bool → K
  | _, [] => 0
  | d, b :: s => (if b then 1 / (d : K) else 0) + potential K (d + 1) s
```

The energy follows by recursion: if the first site is occupied, it interacts with everything to its right, and then the rest of the chain is treated in the same way. Each pair is counted once, and there is no on-site term.

```lean
/-- The Coulomb energy of an occupation string: the sum of 1/distance over all pairs of
occupied sites. -/
def coulombEnergy (K : Type*) [Field K] : List Bool → K
  | [] => 0
  | b :: s => (if b then potential K 1 s else 0) + coulombEnergy K s
```

For the MPO, write $W_0$ and $W_1$ for `W false` and `W true`, the bond matrices of an empty and an occupied site. The diagonal element on a string is the product of these matrices between boundary vectors $a$ and $b$. Off-diagonal elements play no role, since a wrong diagonal element already makes the operator wrong.

```lean
/-- The diagonal element, on an occupation string, of a uniform MPO with bond matrices
`W false` (empty site) and `W true` (occupied site) and boundary vectors `a` and `b`. -/
def mpoValue (W : Bool → Matrix (Fin D) (Fin D) K) (a b : Fin D → K) (s : List Bool) : K :=
  a ⬝ᵥ ((s.map W).prod *ᵥ b)
```

## Finitely many states and one matrix for every step

A finite $D$ means that the automaton carries a vector of $D$ numbers from one particle to the next. A single $M$ means that this vector is updated by the same linear rule at every site.

By hand, both conditions enter through the Cayley–Hamilton theorem. Let $\chi(\lambda)=\sum_{k=0}^{D}c_k\lambda^k$ be the characteristic polynomial of $M$, with $c_D=1$. Multiplying $\chi(M)=0$ by $M^n$ and contracting with $u$ and $v$ gives

$$\sum_{k=0}^{D}c_k\,u^{T}M^{n+k}v=\sum_{k=0}^{D}c_k f(n+k+1)=0\qquad(n\ge 0).$$

The proof packages the contraction $A\mapsto u^{T}Av$ as a linear map `L`, applies it to $M^n\chi(M)=0$, and distributes it over the sum.

```lean
/-- The couplings of an automaton obey a linear recurrence in the distance, with the
coefficients of the characteristic polynomial of the transfer matrix. -/
theorem coupling_recurrence (M : Matrix (Fin D) (Fin D) K) (u v : Fin D → K) (n : ℕ) :
    ∑ k ∈ range (D + 1), M.charpoly.coeff k * (u ⬝ᵥ ((M ^ (n + k)) *ᵥ v)) = 0 := by
  obtain ⟨L, hL⟩ : ∃ L : Matrix (Fin D) (Fin D) K →ₗ[K] K, ∀ A, L A = u ⬝ᵥ (A *ᵥ v) :=
    ⟨{ toFun := fun A => u ⬝ᵥ (A *ᵥ v)
       map_add' := fun A B => by rw [Matrix.add_mulVec, dotProduct_add]
       map_smul' := fun c A => by
        rw [Matrix.smul_mulVec, dotProduct_smul, RingHom.id_apply] }, fun _ => rfl⟩
  -- Cayley-Hamilton, multiplied by `M ^ n` and contracted with the boundary vectors
  have h := Matrix.aeval_self_charpoly M
  rw [Polynomial.aeval_eq_sum_range, Matrix.charpoly_natDegree_eq_dim, Fintype.card_fin] at h
  have h2 : L (M ^ n * ∑ k ∈ range (D + 1), M.charpoly.coeff k • M ^ k) = 0 := by
    rw [h, mul_zero, map_zero]
  rw [Finset.mul_sum, map_sum] at h2
  rw [← h2]
  refine Finset.sum_congr rfl fun k _ => ?_
  rw [mul_smul_comm, map_smul, ← pow_add, smul_eq_mul, hL]
```

With infinitely many states the obstruction disappears: $1/r=\int_0^1 x^{r-1}\,dx$ is a continuous superposition of exponentials. For couplings to one fixed site, it also disappears if the matrix may vary along the chain: a single state with step factors $j/(j+1)$ suffices, because $\prod_{j=1}^{r-1}\frac{j}{j+1}=\frac1r$.

## Distances that stay distinct and nonzero in the field

The hypothesis `CharZero K` says that different natural numbers remain different in `K`. For real or complex couplings it always holds.

Suppose that the reciprocals satisfy a recurrence with coefficients $c_0,\dots,c_D$ at $D+1$ consecutive positions. With $x_n=r_0+n+1$,

$$\sum_{k=0}^{D}\frac{c_k}{x_n+k}=0\qquad(n=0,\dots,D).$$

Multiplying by $\prod_{j=0}^{D}(x_n+j)$, which is nonzero, gives $P(x_n)=0$ for

$$P(x)=\sum_{k=0}^{D}c_k\prod_{\substack{0\le j\le D\\ j\ne k}}(x+j).$$

The degree of $P$ is at most $D$ and the $D+1$ points $x_n$ are distinct, so $P=0$. At $x=-D$, however, every term with $k\neq D$ contains the factor $x+D=0$, which leaves

$$P(-D)=c_D\prod_{j=0}^{D-1}(j-D)=(-1)^D D!\,c_D .$$

This is nonzero if $c_D\ne 0$, a contradiction.

In the proof, `hdeg` bounds the degree, `hroot` clears the denominators and `hinj` shows that the zeros are distinct. The last part evaluates $P$ at $-D$. Characteristic zero is used three times: for the nonzero denominators, for the distinct zeros and for the nonzero final product.

```lean
/-- The sequence of reciprocals cannot satisfy a linear recurrence of order `D` with nonzero
leading coefficient at `D + 1` consecutive positions. -/
theorem reciprocals_no_recurrence [CharZero K] (c : ℕ → K) (hc : c D ≠ 0) (r₀ : ℕ) :
    ¬ ∀ n ≤ D, ∑ k ∈ range (D + 1), c k * (1 / ((r₀ + n + k + 1 : ℕ) : K)) = 0 := by
  intro h
  -- the numerator of the sum over a common denominator
  let P : Polynomial K := ∑ k ∈ range (D + 1), Polynomial.C (c k) *
    ∏ j ∈ (range (D + 1)).erase k, (Polynomial.X + Polynomial.C (j : K))
  have hev : ∀ x : K, P.eval x =
      ∑ k ∈ range (D + 1), c k * ∏ j ∈ (range (D + 1)).erase k, (x + (j : K)) := by
    intro x
    simp only [P, Polynomial.eval_finsetSum, Polynomial.eval_mul, Polynomial.eval_C,
      Polynomial.eval_prod, Polynomial.eval_add, Polynomial.eval_X]
  have hdeg : P.natDegree ≤ D := by
    refine Polynomial.natDegree_sum_le_of_forall_le _ _ fun k hk => ?_
    refine (Polynomial.natDegree_C_mul_le _ _).trans
      ((Polynomial.natDegree_prod_le _ _).trans ?_)
    simp only [Polynomial.natDegree_X_add_C, Finset.sum_const, smul_eq_mul, mul_one]
    rw [Finset.card_erase_of_mem hk, Finset.card_range]
    omega
  have hroot : ∀ i : Fin (D + 1), P.eval ((r₀ + (i : ℕ) + 1 : ℕ) : K) = 0 := by
    intro i
    have hi := h i (by omega)
    rw [hev, ← mul_zero (∏ j ∈ range (D + 1), (((r₀ + (i : ℕ) + 1 : ℕ) : K) + (j : K))),
      ← hi, Finset.mul_sum]
    refine Finset.sum_congr rfl fun k hk => ?_
    have hx : ((r₀ + (i : ℕ) + k + 1 : ℕ) : K) = ((r₀ + (i : ℕ) + 1 : ℕ) : K) + (k : K) := by
      push_cast
      ring
    have hne : ((r₀ + (i : ℕ) + 1 : ℕ) : K) + (k : K) ≠ 0 := by
      rw [← hx]
      exact Nat.cast_ne_zero.mpr (by omega)
    rw [hx]
    generalize ((r₀ + (i : ℕ) + 1 : ℕ) : K) = x at hne ⊢
    have hp : (x + (k : K)) * ∏ j ∈ (range (D + 1)).erase k, (x + (j : K)) =
        ∏ j ∈ range (D + 1), (x + (j : K)) :=
      Finset.mul_prod_erase _ (fun j : ℕ => x + (j : K)) hk
    rw [← hp]
    generalize ∏ j ∈ (range (D + 1)).erase k, (x + (j : K)) = Q
    field_simp
  have hinj : Function.Injective (fun i : Fin (D + 1) => ((r₀ + (i : ℕ) + 1 : ℕ) : K)) := by
    intro i j hij
    have hij' : r₀ + (i : ℕ) + 1 = r₀ + (j : ℕ) + 1 := Nat.cast_injective hij
    exact Fin.ext (by omega)
  -- too many zeros for the degree
  have hP : P = 0 := Polynomial.eq_zero_of_natDegree_lt_card_of_eval_eq_zero P hinj hroot
    (by rw [Fintype.card_fin]; omega)
  -- at `-D` only the leading term survives
  have hD := hev (-(D : K))
  rw [hP, Polynomial.eval_zero, Finset.sum_eq_single D] at hD
  · refine mul_ne_zero hc (Finset.prod_ne_zero_iff.mpr fun j hj h0 => ?_) hD.symm
    have hjD : (j : K) = (D : K) := by linear_combination h0
    exact (Finset.mem_erase.mp hj).1 (Nat.cast_injective hjD)
  · intro k _ hk
    rw [Finset.prod_eq_zero (Finset.mem_erase.mpr ⟨Ne.symm hk, Finset.self_mem_range_succ D⟩)
      (neg_add_cancel (D : K)), mul_zero]
  · intro hn
    exact absurd (Finset.self_mem_range_succ D) hn
```

Over the field with two elements the conclusion fails. There $1/r$ is $1,0,1,0,\dots$, with Lean's convention $1/0=0$, and two states reproduce it: let $M$ swap the two components and take $u=v=(1,0)$.

The other hypothesis, `hc`, requires $c_D\neq0$. Without it, the recurrence with all coefficients zero would be a counter-example. For an automaton it costs nothing, since a characteristic polynomial has leading coefficient one.

## A window of 2D+1 distances

The recurrence at one position involves $D+1$ distances, and the polynomial argument needs $D+1$ consecutive positions. Together they cover the distances $r_0+1,\dots,r_0+2D+1$. If the coupling agreed with $1/r$ at all of them, the reciprocals would satisfy the recurrence just excluded.

The proof follows this line: it assumes agreement throughout the window, obtains the leading coefficient in `hD`, and substitutes the reciprocals into `coupling_recurrence`, started at `r₀ + n`. For $D=0$ the coupling is zero and already fails at the single distance in the window.

```lean
/-- In every window of `2D + 1` consecutive distances, the coupling of an automaton with `D`
states differs from `1/r` at least once. -/
theorem coupling_ne_coulomb_in_window [CharZero K] (M : Matrix (Fin D) (Fin D) K)
    (u v : Fin D → K) (r₀ : ℕ) :
    ∃ r, r₀ < r ∧ r ≤ r₀ + 2 * D + 1 ∧ coupling M u v r ≠ 1 / (r : K) := by
  by_contra hcon
  have h : ∀ r, r₀ < r → r ≤ r₀ + 2 * D + 1 → coupling M u v r = 1 / (r : K) :=
    fun r h1 h2 => by_contra fun h3 => hcon ⟨r, h1, h2, h3⟩
  have hD : M.charpoly.coeff D = 1 := by
    have h1 := (Matrix.charpoly_monic M).coeff_natDegree
    rwa [Matrix.charpoly_natDegree_eq_dim, Fintype.card_fin] at h1
  refine reciprocals_no_recurrence (D := D) (fun k => M.charpoly.coeff k)
    (by simp [hD]) r₀ fun n hn => ?_
  rw [← coupling_recurrence M u v (r₀ + n)]
  refine Finset.sum_congr rfl fun k hk => ?_
  have hk' := Finset.mem_range.mp hk
  have hr := h (r₀ + n + k + 1) (by omega) (by omega)
  rw [coupling, Nat.add_sub_cancel] at hr
  rw [hr]
```

Since $r_0$ is arbitrary, discarding short distances does not make an exact match possible: some mismatch remains however far out the window starts. The theorem does not say how large it is. The case $r_0=0$ rules out an automaton that is exact at all distances, whatever its number of states.

```lean
/-- No finite automaton, with any number of states, has the coupling `1/r` at all distances
`r ≥ 1`. -/
theorem no_exact_coulomb_automaton [CharZero K] :
    ¬ ∃ (D : ℕ) (M : Matrix (Fin D) (Fin D) K) (u v : Fin D → K),
      ∀ r : ℕ, 1 ≤ r → coupling M u v r = 1 / (r : K) := by
  rintro ⟨D, M, u, v, h⟩
  obtain ⟨r, h1, _, h3⟩ := coupling_ne_coulomb_in_window M u v 0
  exact h3 (h r h1)
```

The same argument applies to the shifted potential $1/(r+\alpha)$ with real $\alpha>0$. One takes $x_n=r_0+n+1+\alpha$; these points are still distinct, the denominators are still positive, and $P$ is unchanged. This variant and the counter-examples for omitted hypotheses are argued here in prose only.

## Boundary vectors that do not depend on the chain length

For the MPO, the same $W_0$, $W_1$, $a$ and $b$ must serve chains of every length. Physically, one set of tensors describes the interaction, and a longer chain only repeats the bulk tensor more often.

The test strings have a particle at each end and $r-1$ empty sites between them. Their Coulomb energy is $1/r$. The next theorem states this with $m=r-1$, by induction on the number of empty sites: `hpot` computes the potential of the distant particle, and `hone` shows that a lone particle has no interaction energy.

```lean
/-- Two particles at the ends of a chain with `m` empty sites between them have Coulomb
energy `1/(m+1)`. -/
theorem coulombEnergy_pair (m : ℕ) :
    coulombEnergy K (true :: (List.replicate m false ++ [true])) = 1 / ((m + 1 : ℕ) : K) := by
  have hpot : ∀ m d : ℕ,
      potential K d (List.replicate m false ++ [true]) = 1 / ((d + m : ℕ) : K) := by
    intro m
    induction m with
    | zero => intro d; simp [potential]
    | succ m ih =>
      intro d
      have e : d + 1 + m = d + (m + 1) := by omega
      rw [List.replicate_succ, List.cons_append, potential, ih, e]
      simp
  -- a single particle has no interaction energy
  have hone : ∀ m : ℕ, coulombEnergy K (List.replicate m false ++ [true]) = 0 := by
    intro m
    induction m with
    | zero => simp [coulombEnergy, potential]
    | succ m ih =>
      rw [List.replicate_succ, List.cons_append, coulombEnergy, ih]
      simp
  rw [coulombEnergy, hpot, hone, add_comm 1 m]
  simp
```

The MPO value of the same string is

$$a^{T}W_1W_0^{\,r-1}W_1b=u^{T}W_0^{\,r-1}v,\qquad u=W_1^{T}a,\quad v=W_1b .$$

This is an automaton coupling with $M=W_0$. Some $r\le 2D+1$ therefore gives a wrong value, on a string of $r+1\le 2D+2$ sites. In the proof, `hm` is this identity.

```lean
/-- Every uniform MPO of bond dimension `D` with fixed boundary vectors gives a wrong Coulomb
energy for some occupation string of at most `2D + 2` sites. -/
theorem uniform_mpo_ne_coulomb [CharZero K] (W : Bool → Matrix (Fin D) (Fin D) K)
    (a b : Fin D → K) :
    ∃ s : List Bool, s.length ≤ 2 * D + 2 ∧ mpoValue W a b s ≠ coulombEnergy K s := by
  obtain ⟨r, h1, h2, h3⟩ :=
    coupling_ne_coulomb_in_window (W false) (a ᵥ* W true) (W true *ᵥ b) 0
  refine ⟨true :: (List.replicate (r - 1) false ++ [true]), ?_, ?_⟩
  · simp only [List.length_cons, List.length_append, List.length_replicate, List.length_nil]
    omega
  · -- the string with particles at both ends reads off the automaton coupling
    have hm : mpoValue W a b (true :: (List.replicate (r - 1) false ++ [true])) =
        coupling (W false) (a ᵥ* W true) (W true *ᵥ b) r := by
      rw [coupling, ← Matrix.dotProduct_mulVec, Matrix.mulVec_mulVec, Matrix.mulVec_mulVec]
      simp [mpoValue, List.prod_replicate, Matrix.mul_assoc]
    rw [hm, coulombEnergy_pair, Nat.sub_add_cancel h1]
    exact h3
```

Here $D$ is the full bond dimension of the MPO, including any states that mark "nothing placed yet" and "interaction finished". If such an MPO is to be right on all strings of up to $N$ sites, then $D\ge (N-1)/2$.

Fixed boundaries matter to the argument because $u$ and $v$ must not change with $r$. If $a$ could depend on the chain length $N$, then $D=1$ with $W_0=W_1=b=1$ and $a=1/(N-1)$ would pass every end-to-end test with $N\ge2$, although it would fail on other strings, such as the empty chain. The theorem does not cover length-dependent boundaries or site-dependent tensors.

## Two states that match four distances

A shorter window can be matched completely. For $D=2$ take

$$M=\begin{pmatrix}0&1\\-\tfrac16&1\end{pmatrix},\qquad u=\begin{pmatrix}1\\0\end{pmatrix},\qquad v=\begin{pmatrix}1\\ \tfrac12\end{pmatrix}.$$

Then $Mv=(\tfrac12,\tfrac13)^T$ and $M^2v=(\tfrac13,\tfrac14)^T$, and the first component of $M^3v$ is $\tfrac14$. The vector $u$ reads off first components, so the couplings at $r=1,2,3,4$ are $1,\tfrac12,\tfrac13,\tfrac14$. At $r=5$ the value is $-\tfrac1{18}+\tfrac14=\tfrac7{36}$ instead of $\tfrac15$. For two states and windows starting at $r=1$, the length five is thus the smallest that forces a mismatch.

The proof checks the four distances one by one.

```lean
/-- An explicit automaton with two states has the coupling `1/r` at the four distances
`r = 1, 2, 3, 4`. -/
theorem two_state_automaton_exact_to_four (r : ℕ) (h1 : 1 ≤ r) (h4 : r ≤ 4) :
    coupling !![(0 : ℝ), 1; -1 / 6, 1] ![1, 0] ![1, 1 / 2] r = 1 / (r : ℝ) := by
  interval_cases r <;>
    norm_num [coupling, pow_succ, Matrix.mulVec, dotProduct, Matrix.mul_apply,
      Fin.sum_univ_two]

end CoulombAutomatonMPO
```

```lean
#print axioms CoulombAutomatonMPO.coupling_ne_coulomb_in_window
#print axioms CoulombAutomatonMPO.no_exact_coulomb_automaton
#print axioms CoulombAutomatonMPO.uniform_mpo_ne_coulomb
#print axioms CoulombAutomatonMPO.two_state_automaton_exact_to_four
```

```
'CoulombAutomatonMPO.coupling_ne_coulomb_in_window' depends on axioms: [propext, Classical.choice, Quot.sound]
'CoulombAutomatonMPO.no_exact_coulomb_automaton' depends on axioms: [propext, Classical.choice, Quot.sound]
'CoulombAutomatonMPO.uniform_mpo_ne_coulomb' depends on axioms: [propext, Classical.choice, Quot.sound]
'CoulombAutomatonMPO.two_state_automaton_exact_to_four' depends on axioms: [propext, Classical.choice, Quot.sound]
```
